# For a nonzero polynomial cluster operator T(X) without constant term, where no power of the excitation generator X vanishes, the CI expansion exp(T) has no highest excitation rank

The theorem `ciSeries_ne_polynomial` concerns a model in which a cluster operator is a polynomial `T` in one generator `X` that counts excitation rank, with coefficients in a field of characteristic zero. No power of `X` vanishes, so the model has no highest possible excitation, unlike a system with finitely many electrons. The theorem says that if `T` is nonzero and has no constant term, the power series exp(`T`), whose coefficient at rank zero is 1, is not equal to any polynomial `P`. The proof supposes that it does equal some `P` and compares coefficients to get the differential equation P′ = T′P. This is impossible, because differentiation lowers the degree of the nonzero polynomial `P`, while multiplication by the nonzero polynomial T′ does not.

As first written in Lean, the proof fails:

```lean
import Mathlib

open Polynomial

namespace ClusterExpansionRank

noncomputable section

variable {K : Type*} [Field K] [CharZero K]

/-- The exponential sum `1 + T + T²/2! + ... + T^N/N!` of a cluster operator `T`, written as a
polynomial in a generator `X` that counts excitation rank. -/
def expSum (T : K[X]) (N : ℕ) : K[X] :=
  ∑ m ∈ Finset.range (N + 1), C ((m.factorial : K)⁻¹) * T ^ m

/-- The CI coefficient of excitation rank `n` generated by the cluster operator `T`: the
coefficient of `X^n` in the exponential sum through order `n`. -/
def ciCoeff (T : K[X]) (n : ℕ) : K := (expSum T n).coeff n

/-- The formal power series in `X` with coefficients `ciCoeff T n`. If `T` has no constant term,
this is the full CI expansion `exp(T)`. -/
def ciSeries (T : K[X]) : PowerSeries K := PowerSeries.mk (ciCoeff T)

omit [CharZero K] in
/-- For a cluster operator without constant term, powers of `T` beyond the `n`-th do not change
the CI coefficient of rank `n`. -/
theorem coeff_expSum {T : K[X]} (h0 : T.coeff 0 = 0) {n N : ℕ} (h : n ≤ N) :
    (expSum T N).coeff n = ciCoeff T n := by
  induction N, h using Nat.le_induction with
  | base => rfl
  | succ N hN ih =>
    have hs : expSum T (N + 1) =
        expSum T N + C (((N + 1).factorial : K)⁻¹) * T ^ (N + 1) :=
      Finset.sum_range_succ _ _
    -- `T^(N+1)` has no terms below rank `N+1`
    have hz : (T ^ (N + 1)).coeff n = 0 :=
      X_pow_dvd_iff.mp (pow_dvd_pow_of_dvd (X_dvd_iff.mpr h0) (N + 1)) n (by omega)
    rw [hs, coeff_add, ih, coeff_C_mul, hz, mul_zero, add_zero]

/-- The derivative of the exponential sum of order `N + 1` is `T'` times the exponential sum
of order `N`. -/
theorem derivative_expSum (T : K[X]) (N : ℕ) :
    derivative (expSum T (N + 1)) = derivative T * expSum T N := by
  have hs : ∀ M : ℕ, expSum T (M + 1) =
      expSum T M + C (((M + 1).factorial : K)⁻¹) * T ^ (M + 1) :=
    fun M => Finset.sum_range_succ _ _
  induction N with
  | zero => simp [expSum, Finset.sum_range_succ]
  | succ N ih =>
    have h1 : ((N + 1 + 1 : ℕ) : K) ≠ 0 := Nat.cast_ne_zero.mpr (by omega)
    have hc : C (((N + 1 + 1).factorial : K)⁻¹) * C ((N + 1 + 1 : ℕ) : K) =
        C (((N + 1).factorial : K)⁻¹) := by
      rw [← C_mul, Nat.factorial_succ (N + 1), Nat.cast_mul, mul_inv, mul_right_comm,
        inv_mul_cancel₀ h1, one_mul]
    rw [hs (N + 1), derivative_add, ih, hs N, derivative_C_mul, derivative_pow,
      Nat.add_sub_cancel]
    linear_combination (T ^ (N + 1) * derivative T) * hc

/-- A nonzero cluster operator of finite rank without constant term never generates a CI
expansion of finite rank: `exp(T)` is not a polynomial. -/
theorem ciSeries_ne_polynomial {T : K[X]} (h0 : T.coeff 0 = 0) (hT : T ≠ 0) (P : K[X]) :
    (P : PowerSeries K) ≠ ciSeries T := by
  intro hP
  have hc : ∀ k, P.coeff k = ciCoeff T k := by
    intro k
    have h := congrArg (PowerSeries.coeff k) hP
    rwa [Polynomial.coeff_coe, ciSeries, PowerSeries.coeff_mk] at h
  -- a polynomial exponential would satisfy `P' = T' P`
  have hode : derivative P = derivative T * P := by
    ext m
    rw [coeff_derivative, hc]
    change (expSum T (m + 1)).coeff (m + 1) * ((m : K) + 1) = _
    rw [← coeff_derivative, derivative_expSum, coeff_mul, coeff_mul]
    refine Finset.sum_congr rfl fun p hp => ?_
    have hp' := Finset.mem_antidiagonal.mp hp
    rw [hc, coeff_expSum h0 (by omega)]
  have hP0 : P ≠ 0 := by
    intro h
    have h1 := hc 0
    rw [h] at h1
    simp [ciCoeff, expSum] at h1
  have hdT : derivative T ≠ 0 := by
    intro hd
    apply hT
    ext k
    cases k with
    | zero => rw [h0, coeff_zero]
    | succ k =>
      have h1 : T.coeff (k + 1) * ((k : K) + 1) = 0 := by
        rw [← coeff_derivative, hd, coeff_zero]
      rw [coeff_zero]
      exact (mul_eq_zero.mp h1).resolve_right (Nat.cast_add_one_ne_zero k)
  -- differentiation lowers the degree, multiplication by `T'` does not
  have hle : P.degree ≤ (derivative P).degree := by
    rw [hode, mul_comm]
    exact degree_le_mul_left P hdT
  exact absurd (degree_derivative_lt hP0) (not_lt_of_ge hle)

end

end ClusterExpansionRank
```

Compiling this gives:

```
Main.lean:75:43: error: Application type mismatch: The argument
  hp
has type
  p ∈ Finset.HasAntidiagonal.antidiagonal m
but is expected to have type
  ?m.168 ∈ Finset.antidiagonal ?m.165 ?m.166 ?m.167
in the application
  Finset.mem_antidiagonal.mp hp
```

What went wrong. The error arises in the proof of P′ = T′P, where the coefficients of two products are compared term by term. Each term belongs to a pair `p`, and the hypothesis `hp` says that `p` lies in `Finset.HasAntidiagonal.antidiagonal m`, the set of pairs of natural numbers with sum `m`. The attempt passes `hp` to `Finset.mem_antidiagonal.mp`. As the message shows, that lemma is about a different function, `Finset.antidiagonal`, which takes three arguments, so Lean cannot accept `hp` as its input.

The diff's only change is to use `Finset.HasAntidiagonal.mem_antidiagonal` instead, which is the membership lemma for the set that appears in `hp`. It turns `hp` into the equation `p.1 + p.2 = m`. From this, `omega` on the next line can derive `p.2 ≤ m`, the bound that `coeff_expSum` needs.

The mended proof, as a diff:

```diff
@@ -73,5 +73,5 @@
     rw [← coeff_derivative, derivative_expSum, coeff_mul, coeff_mul]
     refine Finset.sum_congr rfl fun p hp => ?_
-    have hp' := Finset.mem_antidiagonal.mp hp
+    have hp' := Finset.HasAntidiagonal.mem_antidiagonal.mp hp
     rw [hc, coeff_expSum h0 (by omega)]
   have hP0 : P ≠ 0 := by
```
